# Even core-potential channels at an inversion centre miss ungerade ligand combinations, and odd channels miss gerade ones

A metal atom sits at the inversion centre of a molecule, midway between two equivalent ligands, and its core electrons are replaced by an effective core potential. An orbital $f$ on one ligand has a tail that reaches the metal core. Inversion through the metal, $(Jf)(\mathbf r)=f(-\mathbf r)$, carries $f$ to the other ligand, and a molecular orbital of definite parity can contain either the gerade combination $f+Jf$ or the ungerade combination $f-Jf$, but not both. Which angular-momentum channels of the core potential act on each of them?

The orbitals are vectors in a real inner-product space `E` of any dimension, so complex orbitals are excluded.

```lean
import Mathlib

open Finset

namespace SemilocalInversion

noncomputable section

variable {E : Type*} [NormedAddCommGroup E] [InnerProductSpace ℝ E]
```

## A channel and its parity

Channel $l$ has a projector $P$ onto angular momentum $l$ about the metal and a radial potential $V$. The projector is symmetric and idempotent. It commutes with $V$, which depends only on the distance from the metal. Spherical harmonics obey $Y_{lm}(-\hat{\mathbf r})=(-1)^lY_{lm}(\hat{\mathbf r})$, so $PJ=eP$ with $e=(-1)^l$.

The structure `IsChannel l P V J` records these four properties as `selfAdj`, `idem`, `comm` and `parity`. They are assumed of abstract linear maps. That the angular projectors and radial potentials of an actual core potential satisfy them, on a space of orbitals that these operators map into itself, is the step left to the reader. Neither symmetry of $V$ nor $J^2=1$ is required, although physical inversion has the latter property, which justifies the names gerade and ungerade.

```lean
/-- Channel `l` of a semilocal potential at an inversion centre: `P` is a symmetric idempotent
that commutes with the channel potential `V` and has parity `(-1)^l` under the inversion `J`. -/
structure IsChannel (l : ℕ) (P V J : E →ₗ[ℝ] E) : Prop where
  selfAdj : ∀ x y, inner ℝ (P x) y = inner ℝ x (P y)
  idem : ∀ x, P (P x) = P x
  comm : ∀ x, P (V x) = V (P x)
  parity : ∀ x, P (J x) = (-1 : ℝ) ^ l • P x
```

The semilocal operator is $\sum_{l\in L}V_lP_l$ over a finite set $L$ of channels. It contains only the projected part of the core potential. A purely local term, which usually accompanies it, has no such projector and must be added separately.

```lean
/-- The semilocal operator: the sum of `V l` times `P l` over a finite set `L` of channels. -/
def semilocal (L : Finset ℕ) (V P : ℕ → E →ₗ[ℝ] E) : E →ₗ[ℝ] E :=
  ∑ l ∈ L, V l ∘ₗ P l
```

## What the projector sees

For any real $s$, linearity and parity give
$$P(f+sJf)=Pf+s\,ePf=(1+se)Pf.$$
The projector therefore sees the two-ligand combination as a multiple of the orbital on one ligand. In Lean, `hc.parity` replaces $PJf$, and `module` collects the coefficients.

```lean
variable {l : ℕ} {P V J : E →ₗ[ℝ] E}

/-- The projector of a channel sees the combination `f + s J f` as a multiple
`1 + s (-1)^l` of the orbital `f` on one ligand. -/
theorem IsChannel.project (hc : IsChannel l P V J) (s : ℝ) (f : E) :
    P (f + s • J f) = (1 + s * (-1 : ℝ) ^ l) • P f := by
  rw [map_add, map_smul, hc.parity]
  module
```

The projector can also be moved to the left-hand orbital. For any $f$ and $h$,
$$\langle Pf,VPh\rangle=\langle f,PVPh\rangle=\langle f,VP^2h\rangle=\langle f,VPh\rangle.$$
The three rewrites use symmetry, commutation and idempotency in that order.

```lean
/-- A channel integral depends only on the projected parts of both orbitals. -/
theorem IsChannel.sandwich (hc : IsChannel l P V J) (f h : E) :
    inner ℝ f (V (P h)) = inner ℝ (P f) (V (P h)) := by
  rw [hc.selfAdj, hc.comm, hc.idem]
```

## Integrals between ligand combinations

Apply the second identity to $f+sJf$ and $h+tJh$, with $t$ also real, and then the first identity on each side:
$$\langle f+sJf,VP(h+tJh)\rangle=(1+se)(1+te)\langle Pf,VPh\rangle=(1+se)(1+te)\langle f,VPh\rangle.$$
The proof makes the same moves, and uses `hc.sandwich` backwards at the end to restore the one-ligand integral.

```lean
/-- The channel integral between two ligand combinations is the one-ligand integral
times one parity factor for each combination. -/
theorem IsChannel.matrix_element (hc : IsChannel l P V J) (s t : ℝ) (f h : E) :
    inner ℝ (f + s • J f) (V (P (h + t • J h))) =
      (1 + s * (-1 : ℝ) ^ l) * (1 + t * (-1 : ℝ) ^ l) * inner ℝ f (V (P h)) := by
  rw [hc.sandwich, hc.project, hc.project, map_smul, real_inner_smul_left,
    real_inner_smul_right, ← hc.sandwich f h]
  ring
```

Now set $h=f$ and $t=s=\pm1$, and write $g=f+sJf$. Since $s^2=e^2=1$,
$$(1+se)^2=1+2se+1=2(1+se),$$
and hence
$$\langle g,VPg\rangle=2(1+se)\langle f,VPf\rangle.$$
The factor is 4 when $s=e$ and 0 when $s=-e$. Lean checks the four sign combinations.

Adding the integrals of the two ligands separately gives a factor of 2, which is wrong for both combinations unless $\langle f,VPf\rangle=0$. The cross terms contribute $2se\langle f,VPf\rangle$, as much in magnitude as the separate terms, even if $f$ and $Jf$ are orthogonal.

The vector $g$ is not normalised in general. If $f$ is normalised, $S=\langle f,Jf\rangle$ and $J$ is physical inversion, then $\langle g,g\rangle=2(1+sS)$. For $g\ne0$, the normalised expectation value is $\frac{1+se}{1+sS}\langle f,VPf\rangle$.

```lean
/-- For `s = 1` or `s = -1`, the channel integral of `f + s J f` is
`2 (1 + s (-1)^l)` times that of the single orbital `f`. -/
theorem IsChannel.expectation (hc : IsChannel l P V J) {s : ℝ} (hs : s = 1 ∨ s = -1) (f : E) :
    inner ℝ (f + s • J f) (V (P (f + s • J f))) =
      2 * (1 + s * (-1 : ℝ) ^ l) * inner ℝ f (V (P f)) := by
  rw [hc.matrix_element]
  -- the parity factor is 0 or 2, so its square is twice itself
  rcases hs with rfl | rfl <;> rcases neg_one_pow_eq_or ℝ l with h | h <;> rw [h] <;> ring
```

## Which combinations are missed

For even $l$, $P(f-Jf)=Pf-Pf=0$, so $VP$ annihilates the ungerade combination. Every matrix element of the channel with $f-Jf$ on the right then vanishes, not just the diagonal one.

```lean
/-- A channel of even `l` annihilates the ungerade combination `f - J f`. -/
theorem IsChannel.even_misses_ungerade (hc : IsChannel l P V J) (hl : Even l) (f : E) :
    V (P (f - J f)) = 0 := by
  rw [map_sub P, hc.parity, hl.neg_one_pow, one_smul, sub_self, map_zero]
```

For odd $l$, $P(f+Jf)=Pf-Pf=0$, and the gerade combination is annihilated.

```lean
/-- A channel of odd `l` annihilates the gerade combination `f + J f`. -/
theorem IsChannel.odd_misses_gerade (hc : IsChannel l P V J) (hl : Odd l) (f : E) :
    V (P (f + J f)) = 0 := by
  rw [map_add P, hc.parity, hl.neg_one_pow, neg_smul, one_smul, add_neg_cancel, map_zero]
```

Conversely, suppose that $\langle f,VPf\rangle\ne0$. If the integral of $g$ vanishes, this factor can be cancelled, which leaves $1+se=0$ and hence $s=-e$. In the other direction, $s=-e$ gives $1-e^2=0$. Without the nonzero one-ligand integral, the equivalence fails, since both combinations give zero. The proof cancels with `mul_eq_zero` and settles the signs by cases.

```lean
/-- If the one-ligand integral is nonzero and `s = 1` or `s = -1`, the channel integral of
`f + s J f` vanishes exactly when `s` is opposite to the parity of the channel. -/
theorem IsChannel.expectation_eq_zero_iff (hc : IsChannel l P V J) {s : ℝ}
    (hs : s = 1 ∨ s = -1) {f : E} (hf : inner ℝ f (V (P f)) ≠ 0) :
    inner ℝ (f + s • J f) (V (P (f + s • J f))) = 0 ↔ s = -(-1 : ℝ) ^ l := by
  rw [hc.expectation hs]
  constructor
  · intro h0
    have h1 := (mul_eq_zero.mp h0).resolve_right hf
    rcases hs with rfl | rfl <;> rcases neg_one_pow_eq_or ℝ l with h | h <;>
      rw [h] at h1 ⊢ <;> linarith
  · intro h0
    rw [h0]
    rcases neg_one_pow_eq_or ℝ l with h | h <;> rw [h] <;> ring
```

## The sum over channels

Let $I_l=\langle f,V_lP_lf\rangle$. For the gerade combination, each even channel contributes $4I_l$ and each odd channel contributes nothing:
$$\Big\langle f+Jf,\sum_{l\in L}V_lP_l(f+Jf)\Big\rangle=4\sum_{l\in L,\ l\text{ even}}I_l.$$
The proof expands the inner product over the sum, applies `expectation` to each channel, and separates even from odd with `split_ifs`.

```lean
/-- The full semilocal integral of the gerade combination `f + J f` is four times the sum of
the one-ligand integrals over the even channels. -/
theorem semilocal_gerade (L : Finset ℕ) (V P : ℕ → E →ₗ[ℝ] E) (J : E →ₗ[ℝ] E)
    (hc : ∀ l ∈ L, IsChannel l (P l) (V l) J) (f : E) :
    inner ℝ (f + J f) (semilocal L V P (f + J f)) =
      4 * ∑ l ∈ L with Even l, inner ℝ f (V l (P l f)) := by
  rw [semilocal, LinearMap.sum_apply, inner_sum, Finset.mul_sum, Finset.sum_filter]
  refine Finset.sum_congr rfl fun l hl => ?_
  have h1 := (hc l hl).expectation (Or.inl rfl) f
  simp only [one_smul] at h1
  rw [LinearMap.comp_apply, h1]
  split_ifs with h
  · rw [h.neg_one_pow]; ring
  · rw [(Nat.not_even_iff_odd.mp h).neg_one_pow]; ring
```

With $s=-1$ the roles are exchanged, and $4\sum_{l\text{ odd}}I_l$ remains.

```lean
/-- The full semilocal integral of the ungerade combination `f - J f` is four times the sum of
the one-ligand integrals over the odd channels. -/
theorem semilocal_ungerade (L : Finset ℕ) (V P : ℕ → E →ₗ[ℝ] E) (J : E →ₗ[ℝ] E)
    (hc : ∀ l ∈ L, IsChannel l (P l) (V l) J) (f : E) :
    inner ℝ (f - J f) (semilocal L V P (f - J f)) =
      4 * ∑ l ∈ L with Odd l, inner ℝ f (V l (P l f)) := by
  rw [semilocal, LinearMap.sum_apply, inner_sum, Finset.mul_sum, Finset.sum_filter]
  refine Finset.sum_congr rfl fun l hl => ?_
  have h1 := (hc l hl).expectation (Or.inr rfl) f
  simp only [neg_smul, one_smul, ← sub_eq_add_neg] at h1
  rw [LinearMap.comp_apply, h1]
  split_ifs with h
  · rw [h.neg_one_pow]; ring
  · rw [(Nat.not_odd_iff_even.mp h).neg_one_pow]; ring
```

In electronic-structure calculations, these identities can reduce the semilocal part of the one-electron core-potential integrals over a pair of inversion-related ligand orbitals to integrals with the orbital on one ligand, provided that the core potential sits exactly at the inversion centre. They do not reduce the integrals of the local term in this way, since its cross terms between the two ligands remain.

## A two-site example

The channel conditions can be realised with one amplitude per ligand. Inversion exchanges the amplitudes: $J(x_0,x_1)=(x_1,x_0)$.

```lean
/-- Inversion on two ligand sites: it exchanges the two amplitudes. -/
def ligandSwap : EuclideanSpace ℝ (Fin 2) →ₗ[ℝ] EuclideanSpace ℝ (Fin 2) where
  toFun x := !₂[x 1, x 0]
  map_add' x y := by ext i; fin_cases i <;> simp
  map_smul' c x := by ext i; fin_cases i <;> simp
```

The projector onto parity $e$ is $P=\tfrac12(1+eJ)$. It depends on $l$ only through its parity, so this small model does not distinguish an $s$ channel from a $d$ channel.

```lean
/-- The projector onto two-site amplitudes of parity `(-1)^l`. -/
def siteProj (l : ℕ) : EuclideanSpace ℝ (Fin 2) →ₗ[ℝ] EuclideanSpace ℝ (Fin 2) :=
  (1 / 2 : ℝ) • (LinearMap.id + (-1 : ℝ) ^ l • ligandSwap)
```

Take $V=a+bJ$ with real $a$ and $b$. Both ligands are at the same distance from the metal, so a radial potential would act as the constant $a$ alone. The term $bJ$ couples the two ligands and is not a radial potential, but the channel conditions allow it. Because $J$ is symmetric, so is $P$. Because $J^2=1$,
$$P^2=\tfrac14(1+2eJ+J^2)=P,\qquad PJ=\tfrac12(J+e)=eP,$$
and $P$ commutes with $V$, as both are combinations of $1$ and $J$. In the proof, `hJ` and `hJs` state that $J$ is an involution and symmetric, and the four final goals are the four fields of `IsChannel`.

```lean
/-- On two ligand sites, the parity projector and the potential `a + b J`, with `J` the
exchange of the sites, form a channel for every `l`. -/
theorem isChannel_witness (l : ℕ) (a b : ℝ) :
    IsChannel l (siteProj l) (a • LinearMap.id + b • ligandSwap) ligandSwap := by
  have hJ : ∀ x, ligandSwap (ligandSwap x) = x := by
    intro x
    ext i
    fin_cases i <;> simp [ligandSwap]
  have hJs : ∀ x y, inner ℝ (ligandSwap x) y = inner ℝ x (ligandSwap y) := by
    intro x y
    simp [PiLp.inner_apply, Fin.sum_univ_two, ligandSwap]
    ring
  have hP : ∀ x, siteProj l x = (1 / 2 : ℝ) • (x + (-1 : ℝ) ^ l • ligandSwap x) :=
    fun _ => rfl
  have hV : ∀ x, (a • LinearMap.id + b • ligandSwap :
      EuclideanSpace ℝ (Fin 2) →ₗ[ℝ] EuclideanSpace ℝ (Fin 2)) x = a • x + b • ligandSwap x :=
    fun _ => rfl
  refine ⟨fun x y => ?_, fun x => ?_, fun x => ?_, fun x => ?_⟩
  · simp only [hP, real_inner_smul_left, real_inner_smul_right, inner_add_left,
      inner_add_right, hJs]
  · simp only [hP, map_smul, map_add, hJ]
    rcases neg_one_pow_eq_or ℝ l with h | h <;> rw [h] <;> module
  · simp only [hP, hV, map_smul, map_add, hJ]
    module
  · simp only [hP, hJ]
    rcases neg_one_pow_eq_or ℝ l with h | h <;> rw [h] <;> module

end

end SemilocalInversion
```

```lean
#print axioms SemilocalInversion.IsChannel.odd_misses_gerade
-- 'SemilocalInversion.IsChannel.odd_misses_gerade' depends on axioms: [propext, Classical.choice, Quot.sound]
#print axioms SemilocalInversion.IsChannel.expectation_eq_zero_iff
-- 'SemilocalInversion.IsChannel.expectation_eq_zero_iff' depends on axioms: [propext, Classical.choice, Quot.sound]
#print axioms SemilocalInversion.semilocal_gerade
-- 'SemilocalInversion.semilocal_gerade' depends on axioms: [propext, Classical.choice, Quot.sound]
#print axioms SemilocalInversion.semilocal_ungerade
-- 'SemilocalInversion.semilocal_ungerade' depends on axioms: [propext, Classical.choice, Quot.sound]
```

## Treating the channel as one operator

A different model would replace $P$ and $V$ by a single symmetric operator $A$ with $AJ=eA$. The same factor follows from
$$\langle g,Ag\rangle=(1+se)\langle Ag,f\rangle=(1+se)^2\langle f,Af\rangle.$$
That version would need no projector, but it would assume symmetry of the whole channel operator, and the separation into an angular projector and a radial potential would disappear from the statement.
